# Harmonic modes with energy quanta proportional to \(V^{-g}\) exert the pressure \(gU/V\)

I hold a crystal at fixed volume \(V\) and heat it, and its pressure rises. In my model the crystal is a set of harmonic modes. Compression stiffens each of them, so that its energy quantum \(w=\hbar\omega\) grows as \(V^{-g}\), with the same constant \(g\) for all modes. The Mie–Grüneisen equation then gives the vibrational pressure as \(gU/V\), where \(U\) is the vibrational internal energy.

This puzzles me. At fixed temperature the pressure is minus the volume derivative of the free energy \(F\), which contains a logarithm and an entropy term. How can the answer involve only \(U\)? Does the zero-point energy belong in that \(U\)? And could a mode with some other volume dependence give the same pressure law?

## Entropy drops out because \(\partial F/\partial w = U/w\)

The volume enters \(F\) only through the quantum \(w\), and the derivative of \(F\) with respect to \(w\) is the mean occupation plus one half, which is \(U/w\). The zero-point energy does belong in \(U\). For a single mode, the pressure law at every volume and one temperature forces the power law.

### From one mode to the crystal

Write \(\tau=kT>0\), and let \(w_0>0\) be the quantum at a reference volume \(V_0>0\). For one mode,

\[
w=w_0\left(\frac{V_0}{V}\right)^{g},\qquad
F=\frac w2+\tau\log\left(1-e^{-w/\tau}\right),\qquad
U=\frac w2+\frac{w}{e^{w/\tau}-1}.
\]

Differentiate \(F\) at fixed \(\tau\). The factor \(\tau\) in front of the logarithm cancels the \(1/\tau\) from the exponent:

\[
\frac{\partial F}{\partial w}
=\frac12+\frac{e^{-w/\tau}}{1-e^{-w/\tau}}
=\frac12+\frac{1}{e^{w/\tau}-1}
=\frac Uw .
\]

The middle step multiplies numerator and denominator by \(e^{w/\tau}\), which turns the Boltzmann ratio into the Bose occupation.

The quantum itself changes with volume as

\[
\frac{dw}{dV}
=w_0\,g\left(\frac{V_0}{V}\right)^{g-1}\left(-\frac{V_0}{V^2}\right)
=-\frac{g\,w}{V},
\]

and the chain rule gives the one-mode pressure:

\[
-\frac{\partial F}{\partial V}=-\frac Uw\left(-\frac{g\,w}{V}\right)=\frac{g\,U}{V}.
\]

That \(U\) is the internal energy belonging to this \(F\) follows from the temperature derivative at fixed \(w\):

\[
\frac{\partial F}{\partial\tau}
=\log\left(1-e^{-w/\tau}\right)-\frac{w}{\tau}\,\frac{1}{e^{w/\tau}-1}
=\frac{F-U}{\tau}.
\]

This is the Gibbs–Helmholtz relation. Since the entropy is \(-\partial F/\partial T\), it says that \(U=F+TS\).

For a crystal, add a static lattice energy \(\Phi(V)\) and sum over modes \(i\) with reference quanta \(w_{0,i}\). As \(g\) is shared, it comes out of the sum:

\[
P=-\Phi'(V)+\frac{g}{V}\sum_i U_i .
\]

Subtracting this equation at two temperatures and the same volume removes the static term and leaves \(\Delta P=(g/V)\,\Delta U\), with \(U\) now the sum over modes. The zero-point part of \(U\) cancels too, because it depends only on volume. It therefore matters for the absolute pressure but not for the pressure gained on heating.

### Back from the pressure to the power law

Suppose one mode has an unknown positive, differentiable quantum \(w(V)\), and its pressure is \(gU/V\) at every \(V>0\) for one temperature. Then

\[
-\frac Uw\,w'(V)=\frac{g\,U}{V}.
\]

Since \(U>0\), we may divide by it and find \(w'=-g\,w/V\). Hence

\[
\frac{d}{dV}\left(w\,V^{g}\right)=w'V^{g}+g\,w\,V^{g-1}=0 ,
\]

so \(w(V)\,V^g=w(V_0)\,V_0^g\), which is the power law.

### One mode with numbers

Take \(g=2\), \(V=V_0\) and \(\tau=w_0/\ln 2\). Then \(e^{w/\tau}=2\), the occupation is \(1/(2-1)=1\), and \(U=\tfrac32 w_0\). The formula gives \(P=2\cdot\tfrac32\,w_0/V_0=3\,w_0/V_0\). For \(w_0=30\) meV and \(V_0=10\) Å\(^3\) this is 9 meV/Å\(^3\), or about 1.44 GPa.

Now heat at fixed volume to \(\tau=w_0/\ln\tfrac32\). The occupation becomes \(1/(\tfrac32-1)=2\), so \(U=\tfrac52 w_0\). The energy has grown by one quantum and the pressure by \(2\,w_0/V_0\), to \(5\,w_0/V_0\).

### What the Lean statements say

In the file, `modeQuantum`, `modeFreeEnergy` and `modeEnergy` are \(w\), \(F\) and \(U\) above. The variable `τ` is \(kT\), so Boltzmann's constant never appears separately, and `w0` is an energy, not a frequency. The exponent `g` is any real number, with no condition on its sign. The formula for \(F\) is taken as a definition and is not derived from a partition function; `gibbs_helmholtz` ties \(U\) to it.

The modes are labelled by a finite type `ι`, and `w0 i` is \(w_{0,i}\). With no modes at all, only the static pressure remains. The function `crystalFreeEnergy` adds `Φ` to the mode free energies, and `vibEnergy` is the summed \(U\), zero-point part included. Energies and volume must refer to the same amount of material, for example one simulation cell.

The theorem `mie_gruneisen` says that, for positive `w0 i`, `V0`, `V` and `τ`, the crystal's pressure is `pressure Φ V` plus `g * vibEnergy w0 V0 g τ V / V`. The function `pressure` is minus Lean's `deriv`, which returns zero where a function is not differentiable; this is why `Φ` is assumed differentiable at `V`, and why the proofs establish each derivative before using its value. The one-mode result is `hasDerivAt_volume`, stated as \(dF/dV=-gU/V\).

The theorem `thermal_pressure` is the difference between two positive temperatures, in either order. In `power_law_of_pressure`, `V0` is any positive volume, and the reference quantum is the value `w V0` of the unknown function there.

The main idealisation is the single constant `g`, which stands for equal relative stiffening of all modes under compression. The Mie–Grüneisen equation is often written with a Grüneisen parameter that varies with volume, whereas here it is constant. If the modes had different exponents \(g_i\), adding up their separate pressures would give \(\sum_i g_iU_i/V\), and the effective parameter would generally depend on temperature. The condition `0 < w0 i` leaves out the zero-frequency rigid translations of a periodic crystal. The model has no electronic excitations and no anharmonicity apart from the volume dependence of the quanta.

For simulation practice, the result lets one take the static pressure as minus the slope of the static energy–volume curve, without zero-point energy, and add the vibrational pressure \(gU/V\), computed from the vibrational energy at the target volume and a known \(g\), provided that the crystal is modelled by finitely many harmonic modes with one shared, constant exponent.

```lean
import Mathlib

open Real

namespace MieGruneisen

noncomputable section

/-- Energy quantum of a mode at volume `V > 0`, equal to `w0` at the reference volume `V0 > 0`, with
Grüneisen exponent `g`. -/
def modeQuantum (w0 V0 g V : ℝ) : ℝ := w0 * (V0 / V) ^ g

/-- Helmholtz free energy of a harmonic mode with quantum `w > 0` at thermal energy
`τ = kT > 0`. -/
def modeFreeEnergy (τ w : ℝ) : ℝ := w / 2 + τ * log (1 - exp (-w / τ))

/-- Zero-point energy plus Planck thermal energy of a mode with quantum `w > 0` at
thermal energy `τ > 0`. -/
def modeEnergy (τ w : ℝ) : ℝ := w / 2 + w / (exp (w / τ) - 1)

/-- Pressure at volume `V`: minus the volume derivative of a free energy `F` that is
differentiable there. -/
def pressure (F : ℝ → ℝ) (V : ℝ) : ℝ := -deriv F V

/-- Free energy of a crystal at volume `V > 0`: static lattice energy `Φ` plus the free
energies of its modes, which share one Grüneisen exponent `g`. -/
def crystalFreeEnergy {ι : Type*} [Fintype ι] (Φ : ℝ → ℝ) (w0 : ι → ℝ)
    (V0 g τ V : ℝ) : ℝ :=
  Φ V + ∑ i, modeFreeEnergy τ (modeQuantum (w0 i) V0 g V)

/-- Vibrational energy of the crystal at volume `V > 0`, summed over its modes. -/
def vibEnergy {ι : Type*} [Fintype ι] (w0 : ι → ℝ) (V0 g τ V : ℝ) : ℝ :=
  ∑ i, modeEnergy τ (modeQuantum (w0 i) V0 g V)

/-- For `w, τ > 0` the Boltzmann ratio `e^(-w/τ) / (1 - e^(-w/τ))` is the Bose
occupation `1 / (e^(w/τ) - 1)`. -/
theorem bose_occupation {τ w : ℝ} (hτ : 0 < τ) (hw : 0 < w) :
    exp (-w / τ) / (1 - exp (-w / τ)) = 1 / (exp (w / τ) - 1) := by
  have h1 : exp (-w / τ) < 1 :=
    Real.exp_lt_one_iff.2 (div_neg_of_neg_of_pos (neg_lt_zero.2 hw) hτ)
  have h2 : 1 < exp (w / τ) := Real.one_lt_exp_iff.2 (div_pos hw hτ)
  have hp : exp (-w / τ) * exp (w / τ) = 1 := by
    rw [← Real.exp_add, show -w / τ + w / τ = 0 by ring, Real.exp_zero]
  rw [div_eq_div_iff (sub_pos.2 h1).ne' (sub_pos.2 h2).ne']
  linear_combination hp

/-- For `w, τ > 0`, the derivative of the mode free energy with respect to the quantum
`w` is `U / w`. -/
theorem hasDerivAt_quantum {τ w : ℝ} (hτ : 0 < τ) (hw : 0 < w) :
    HasDerivAt (modeFreeEnergy τ) (modeEnergy τ w / w) w := by
  have hlt : exp (-w / τ) < 1 :=
    Real.exp_lt_one_iff.2 (div_neg_of_neg_of_pos (neg_lt_zero.2 hw) hτ)
  have h1 : HasDerivAt (fun x : ℝ => -x / τ) (-1 / τ) w :=
    (hasDerivAt_id' w).fun_neg.div_const τ
  have h2 := (h1.exp.const_sub 1).log (sub_pos.2 hlt).ne'
  have h3 := ((hasDerivAt_id' w).div_const 2).fun_add (h2.const_mul τ)
  refine h3.congr_deriv ?_
  unfold modeEnergy
  -- cancel `τ` and `w`, then insert the Bose occupation
  linear_combination (exp (-w / τ) / (1 - exp (-w / τ))) * mul_inv_cancel₀ hτ.ne'
    + bose_occupation hτ hw - (1 / 2 + 1 / (exp (w / τ) - 1)) * mul_inv_cancel₀ hw.ne'

/-- Gibbs-Helmholtz relation for a mode with `w, τ > 0`: the derivative of `F` with
respect to `τ = kT` at fixed `w` is `(F - U) / τ`. -/
theorem gibbs_helmholtz {τ w : ℝ} (hτ : 0 < τ) (hw : 0 < w) :
    HasDerivAt (fun t => modeFreeEnergy t w)
      ((modeFreeEnergy τ w - modeEnergy τ w) / τ) τ := by
  have hlt : exp (-w / τ) < 1 :=
    Real.exp_lt_one_iff.2 (div_neg_of_neg_of_pos (neg_lt_zero.2 hw) hτ)
  have h1 : HasDerivAt (fun t : ℝ => -w / t) (w / τ ^ 2) τ :=
    ((hasDerivAt_const τ (-w)).fun_div (hasDerivAt_id' τ) hτ.ne').congr_deriv (by ring)
  have h2 := (h1.exp.const_sub 1).log (sub_pos.2 hlt).ne'
  have h3 := ((hasDerivAt_id' τ).fun_mul h2).const_add (w / 2)
  refine h3.congr_deriv ?_
  unfold modeFreeEnergy modeEnergy
  linear_combination (-log (1 - exp (-w / τ))
    - τ⁻¹ * w * (exp (-w / τ) / (1 - exp (-w / τ)))) * mul_inv_cancel₀ hτ.ne'
    - τ⁻¹ * w * bose_occupation hτ hw

/-- For `V0, V > 0` the mode quantum obeys `dw/dV = -g w / V`. -/
theorem hasDerivAt_modeQuantum (w0 g : ℝ) {V0 V : ℝ} (h0 : 0 < V0) (hV : 0 < V) :
    HasDerivAt (modeQuantum w0 V0 g) (-(g * modeQuantum w0 V0 g V / V)) V := by
  have hq : V0 / V ≠ 0 := (div_pos h0 hV).ne'
  have h1 : HasDerivAt (fun v : ℝ => V0 / v) (-V0 / V ^ 2) V :=
    ((hasDerivAt_const V V0).fun_div (hasDerivAt_id' V) hV.ne').congr_deriv (by ring)
  have h2 := h1.rpow_const (p := g) (Or.inl hq)
  rw [Real.rpow_sub_one hq] at h2
  refine (h2.const_mul w0).congr_deriv ?_
  unfold modeQuantum
  generalize (V0 / V) ^ g = r
  rw [div_div_eq_mul_div]
  linear_combination (-(w0 * g * r / V)) * (V0 * V0⁻¹) * mul_inv_cancel₀ hV.ne'
    - (w0 * g * r / V) * mul_inv_cancel₀ h0.ne'

/-- One mode with `w0, V0, V, τ > 0`: its free energy is differentiable in the volume,
with `dF/dV = -g U / V`. -/
theorem hasDerivAt_volume (g : ℝ) {w0 V0 V τ : ℝ} (hw : 0 < w0) (h0 : 0 < V0)
    (hV : 0 < V) (hτ : 0 < τ) :
    HasDerivAt (fun v => modeFreeEnergy τ (modeQuantum w0 V0 g v))
      (-(g * modeEnergy τ (modeQuantum w0 V0 g V) / V)) V := by
  have hq : 0 < modeQuantum w0 V0 g V := mul_pos hw (Real.rpow_pos_of_pos (div_pos h0 hV) g)
  have h := (hasDerivAt_quantum hτ hq).comp V (hasDerivAt_modeQuantum w0 g h0 hV)
  refine h.congr_deriv ?_
  linear_combination (-(g * modeEnergy τ (modeQuantum w0 V0 g V) / V)) *
    mul_inv_cancel₀ hq.ne'

/-- Mie-Grüneisen equation of state: for positive `w0 i`, `V0`, `V`, `τ` and a static
energy `Φ` differentiable at `V`, the crystal pressure is the static pressure plus
`g U / V`, with `U` the vibrational energy. -/
theorem mie_gruneisen {ι : Type*} [Fintype ι] {Φ : ℝ → ℝ} {w0 : ι → ℝ} (g : ℝ)
    {V0 V τ : ℝ} (hΦ : DifferentiableAt ℝ Φ V) (hw : ∀ i, 0 < w0 i) (h0 : 0 < V0)
    (hV : 0 < V) (hτ : 0 < τ) :
    pressure (crystalFreeEnergy Φ w0 V0 g τ) V
      = pressure Φ V + g * vibEnergy w0 V0 g τ V / V := by
  have hs := HasDerivAt.fun_sum (u := Finset.univ)
    (fun i _ => hasDerivAt_volume g (hw i) h0 hV hτ)
  have h : HasDerivAt (crystalFreeEnergy Φ w0 V0 g τ)
      (deriv Φ V + ∑ i, -(g * modeEnergy τ (modeQuantum (w0 i) V0 g V) / V)) V :=
    hΦ.hasDerivAt.fun_add hs
  unfold pressure
  rw [h.deriv, vibEnergy, Finset.sum_neg_distrib, Finset.mul_sum, Finset.sum_div]
  ring

/-- Thermal pressure: for positive `w0 i`, `V0`, `V`, `τ₁`, `τ₂` and a static energy `Φ`
differentiable at `V`, going from `τ₁` to `τ₂` at fixed volume changes the crystal pressure by
`g / V` times the change of vibrational energy. -/
theorem thermal_pressure {ι : Type*} [Fintype ι] {Φ : ℝ → ℝ} {w0 : ι → ℝ} (g : ℝ)
    {V0 V τ₁ τ₂ : ℝ} (hΦ : DifferentiableAt ℝ Φ V) (hw : ∀ i, 0 < w0 i) (h0 : 0 < V0)
    (hV : 0 < V) (h₁ : 0 < τ₁) (h₂ : 0 < τ₂) :
    pressure (crystalFreeEnergy Φ w0 V0 g τ₂) V - pressure (crystalFreeEnergy Φ w0 V0 g τ₁) V
      = g / V * (vibEnergy w0 V0 g τ₂ V - vibEnergy w0 V0 g τ₁ V) := by
  rw [mie_gruneisen g hΦ hw h0 hV h₁, mie_gruneisen g hΦ hw h0 hV h₂]
  ring

/-- Converse for one mode: if a positive differentiable quantum `w(V)` gives the pressure `g U / V`
at every `V > 0` and one temperature `τ > 0`, then `w V = w V0 * (V0 / V) ^ g` for all `V0, V > 0`.
-/
theorem power_law_of_pressure {w : ℝ → ℝ} {g τ V0 V : ℝ} (hτ : 0 < τ)
    (hw : ∀ v, 0 < v → 0 < w v) (hd : ∀ v, 0 < v → DifferentiableAt ℝ w v)
    (hP : ∀ v, 0 < v → pressure (fun x => modeFreeEnergy τ (w x)) v
      = g * modeEnergy τ (w v) / v)
    (h0 : 0 < V0) (hV : 0 < V) : w V = modeQuantum (w V0) V0 g V := by
  -- `w * v ^ g` has zero derivative at every positive volume
  have hf : ∀ v, 0 < v → HasDerivAt (fun x => w x * x ^ g) 0 v := by
    intro v hv
    have hE : 0 < exp (w v / τ) - 1 :=
      sub_pos.2 (Real.one_lt_exp_iff.2 (div_pos (hw v hv) hτ))
    have hU : 0 < modeEnergy τ (w v) :=
      add_pos (half_pos (hw v hv)) (div_pos (hw v hv) hE)
    have hc : HasDerivAt (fun x => modeFreeEnergy τ (w x))
        (modeEnergy τ (w v) / w v * deriv w v) v :=
      (hasDerivAt_quantum hτ (hw v hv)).comp v (hd v hv).hasDerivAt
    have key := hP v hv
    unfold pressure at key
    rw [hc.deriv] at key
    have hw' : deriv w v = -(g * w v / v) := by
      apply mul_left_cancel₀ (div_pos hU (hw v hv)).ne'
      linear_combination (-1) * key
        + (g * modeEnergy τ (w v) / v) * mul_inv_cancel₀ (hw v hv).ne'
    have hr := Real.hasDerivAt_rpow_const (x := v) (p := g) (Or.inl hv.ne')
    rw [Real.rpow_sub_one hv.ne'] at hr
    refine ((hd v hv).hasDerivAt.fun_mul hr).congr_deriv ?_
    rw [hw']
    ring
  have hconst : w V * V ^ g = w V0 * V0 ^ g :=
    IsOpen.is_const_of_deriv_eq_zero (f := fun x => w x * x ^ g) isOpen_Ioi
      isPreconnected_Ioi (fun v hv => (hf v hv).differentiableAt.differentiableWithinAt)
      (fun v hv => (hf v hv).deriv) (Set.mem_Ioi.2 hV) (Set.mem_Ioi.2 h0)
  unfold modeQuantum
  rw [Real.div_rpow h0.le hV.le, ← mul_div_assoc, eq_div_iff (Real.rpow_pos_of_pos hV g).ne']
  exact hconst

end

end MieGruneisen
```

```lean
#print axioms MieGruneisen.gibbs_helmholtz
#print axioms MieGruneisen.thermal_pressure
#print axioms MieGruneisen.power_law_of_pressure
```

```
'MieGruneisen.gibbs_helmholtz' depends on axioms: [propext, Classical.choice, Quot.sound]
'MieGruneisen.thermal_pressure' depends on axioms: [propext, Classical.choice, Quot.sound]
'MieGruneisen.power_law_of_pressure' depends on axioms: [propext, Classical.choice, Quot.sound]
```

### The derivatives in the Lean proof

The lemma `bose_occupation` cross-multiplies the two fractions. What remains is \(e^{-w/\tau}e^{w/\tau}=1\), which is `hp`. The inequalities `h1` and `h2` ensure that neither denominator vanishes.

In `hasDerivAt_quantum`, the steps `h1`, `h2` and `h3` differentiate the exponent, the logarithm and the whole of \(F\) in turn. Then `congr_deriv` replaces the raw derivative by \(U/w\), once the two are shown to be equal. The closing `linear_combination` does this by cancelling \(\tau\) and \(w\) and inserting the Bose occupation. The proof of `gibbs_helmholtz` has the same structure, with \(\tau\) as the variable and \(w/\tau^2\) as the derivative of the exponent.

The lemma `hasDerivAt_modeQuantum` differentiates \(V_0/V\), applies the rule for real powers, and uses `Real.rpow_sub_one` to write the power \(g-1\) as the power \(g\) divided by the base. In `hasDerivAt_volume`, `comp` is the chain rule, and the positive quantum `hq` allows \(w\) to be cancelled.

For the crystal, `HasDerivAt.fun_sum` adds the mode derivatives and `fun_add` joins them to that of `Φ`. After `h.deriv` has supplied the value, the sum lemmas take the minus sign out of the sum of derivatives and move the factor \(g/V\) into the sum that defines \(U\), so that the two sides match. The proof of `thermal_pressure` applies this result at both temperatures and subtracts.

In the converse, `hU` is the positivity of \(U\), and `hc` is the chain rule for the unknown \(w(V)\). Comparing `hc` with the assumed pressure and cancelling the nonzero factor \(U/w\) gives `hw'`, the equation \(w'=-g\,w/V\). The product rule then yields `hf`, the vanishing derivative of \(w\,V^g\). Because the positive half-line is open and connected, `IsOpen.is_const_of_deriv_eq_zero` makes that product constant, and dividing by \(V^g\) gives the power law.
